# The linearised collision matrix of energy-conserving three-phonon processes is positive semidefinite and annihilates the mode energies

In an anharmonic crystal two phonons can merge into one, and one can split into two. At thermal equilibrium the two directions balance. Suppose the occupations are pushed slightly away from their Bose values: do the collisions push them back, and is energy conserved along the way? To first order in the disturbance, both answers can be read from one matrix, built here for finitely many modes and processes.

```lean
import Mathlib

open Matrix

namespace PhononBoltzmann

noncomputable section
```

## Occupations and rates

Let x > 0 be a mode's energy divided by k_B T. Its equilibrium occupation is

n(x) = 1/(exp x − 1).

```lean
/-- The Bose factor `1 / (exp x - 1)` at reduced energy `x`, for `x ≠ 0`. -/
def bose (x : ℝ) : ℝ := (Real.exp x - 1)⁻¹
```

For three modes with reduced energies a, b and c, merging a + b → c has the factor n_a n_b (n_c + 1), and the reverse decay has (n_a + 1)(n_b + 1) n_c. The net factor is

R = n_a n_b (n_c + 1) − (n_a + 1)(n_b + 1) n_c.

```lean
/-- Net rate factor of the process `a + b ↔ c`: coalescence minus decay, for nonzero
reduced energies. -/
def netRate (a b c : ℝ) : ℝ :=
  bose a * bose b * (bose c + 1) - (bose a + 1) * (bose b + 1) * bose c
```

A process p names three modes i, j, k and a strength g_p ≥ 0. The strength stands for the squared anharmonic coupling with its prefactors and any crystal-momentum selection; it is given, not computed from a potential. In Lean, `ι` labels the modes and `P` the processes.

```lean
/-- A family of three-phonon processes `i + j ↔ k` with nonnegative strengths `g`. -/
structure ThreePhonon (ι P : Type*) where
  i : P → ι
  j : P → ι
  k : P → ι
  g : P → ℝ
  g_nonneg : ∀ p, 0 ≤ g p
```

For any mode quantity φ, define its imbalance in process p by

I_p(φ) = φ_i + φ_j − φ_k.

```lean
variable {ι P : Type*} [Fintype ι] [DecidableEq ι] [Fintype P]

/-- The combination `φ_i + φ_j - φ_k` for the process `p`. -/
def ThreePhonon.imbalance (S : ThreePhonon ι P) (φ : ι → ℝ) (p : P) : ℝ :=
  φ (S.i p) + φ (S.j p) - φ (S.k p)
```

Energy conservation in each collision is then I_p(x) = 0. It is imposed exactly, with no broadening.

```lean
/-- Every process conserves the energy: `x_i + x_j = x_k`. -/
def ThreePhonon.Resonant (S : ThreePhonon ι P) (x : ι → ℝ) : Prop :=
  ∀ p, S.imbalance x p = 0
```

Merging consumes one phonon each from i and j and creates one in k. This is recorded by the vector c_p = e_i + e_j − e_k, where e_l is the unit vector of mode l. If i = j ≠ k, the corresponding entry is 2, as it should be.

```lean
/-- The vector `c = e_i + e_j - e_k` of phonons consumed by the process `p`. -/
def ThreePhonon.consumed (S : ThreePhonon ι P) (p : P) (l : ι) : ℝ :=
  (if l = S.i p then 1 else 0) + (if l = S.j p then 1 else 0) - (if l = S.k p then 1 else 0)
```

The occupation of mode l therefore changes at the rate

dn_l/dt = −∑_p g_p c_p(l) R_p,

with R_p the net factor of process p. The argument `y` below lets the Bose factors be evaluated away from equilibrium.

```lean
/-- The collision integral: rate of change of the occupation of mode `l` when the modes
have Bose factors at nonzero arguments `y`. -/
def ThreePhonon.collisionRate (S : ThreePhonon ι P) (y : ι → ℝ) (l : ι) : ℝ :=
  -∑ p, S.g p * S.consumed p l * netRate (y (S.i p)) (y (S.j p)) (y (S.k p))
```

## The matrices O and D

At equilibrium each process carries the weight

w_p = g_p n_i n_j (n_k + 1).

```lean
/-- The equilibrium weight `w = g n_i n_j (n_k + 1)` of a process, for nonzero `x`. -/
def ThreePhonon.weight (S : ThreePhonon ι P) (x : ι → ℝ) (p : P) : ℝ :=
  S.g p * (bose (x (S.i p)) * bose (x (S.j p)) * (bose (x (S.k p)) + 1))
```

The collision matrix is

O = ∑_p w_p c_p c_pᵀ.

```lean
/-- The linearised collision matrix `O = ∑ w c cᵀ`, for nonzero `x`. -/
def ThreePhonon.collisionMatrix (S : ThreePhonon ι P) (x : ι → ℝ) : Matrix ι ι ℝ :=
  Matrix.of fun l m => ∑ p, S.weight x p * S.consumed p l * S.consumed p m
```

The disturbance is described by shifting x_l to x_l − εφ_l. The occupations then change by εDφ to first order, where D is diagonal with entries n_l(n_l + 1). If φ varies in time, with time derivative φ′, then to first order dn/dt = εDφ′ = −εOφ, as derived below for resonant processes. The equation of motion is therefore Dφ′ = −Oφ, with D on the left. Confusing φ with the occupation change Dφ would give φ′ = −Oφ, for which x·Dφ is in general no longer constant.

```lean
/-- The diagonal matrix `D` with entries `n (n + 1)`, for nonzero `x`. -/
def response (x : ι → ℝ) : Matrix ι ι ℝ :=
  Matrix.diagonal fun l => bose (x l) * (bose (x l) + 1)
```

## Detailed balance and the first-order rate

Since (exp x − 1)n = 1, the Bose factor satisfies

n + 1 = exp(x) n,

and n > 0 because exp x > 1.

```lean
/-- At positive energy the Bose factor is positive and satisfies `n + 1 = exp x * n`. -/
theorem bose_pos_and_add_one {x : ℝ} (hx : 0 < x) :
    0 < bose x ∧ bose x + 1 = Real.exp x * bose x := by
  have h : 0 < Real.exp x - 1 := by linarith [Real.add_one_lt_exp hx.ne']
  refine ⟨inv_pos.2 h, ?_⟩
  have h1 : (Real.exp x - 1) * bose x = 1 := mul_inv_cancel₀ h.ne'
  linear_combination -h1
```

Differentiating the inverse gives dn/dx = −exp(x)/(exp x − 1)² = −n(n + 1). The chain rule supplies a second minus sign:

d/dε n(x − εφ) = n(n + 1)φ at ε = 0.

`HasDerivAt` states both that the function is differentiable there and what its derivative is.

```lean
/-- Shifting `x` to `x - ε φ` changes the Bose factor at the initial rate `n (n + 1) φ`. -/
theorem bose_hasDerivAt {x : ℝ} (hx : 0 < x) (φ : ℝ) :
    HasDerivAt (fun ε : ℝ => bose (x - ε * φ)) (bose x * (bose x + 1) * φ) 0 := by
  have h1 : HasDerivAt (fun ε : ℝ => x - ε * φ) (-φ) 0 :=
    (((hasDerivAt_id' (0 : ℝ)).mul_const φ).const_sub x).congr_deriv (by ring)
  have hne : Real.exp (x - 0 * φ) - 1 ≠ 0 := by
    have h : 0 < Real.exp x - 1 := by linarith [Real.add_one_lt_exp hx.ne']
    rw [zero_mul, sub_zero]
    exact h.ne'
  refine ((h1.exp.sub_const 1).inv hne).congr_deriv ?_
  rw [(bose_pos_and_add_one hx).2]
  simp only [zero_mul, sub_zero, bose]
  rw [div_eq_mul_inv, ← inv_pow]
  ring
```

Now let a + b = c. Applying n + 1 = exp(x) n to each mode gives detailed balance:

(n_a + 1)(n_b + 1) n_c = exp(a + b) n_a n_b n_c = n_a n_b (n_c + 1).

Call this common value Γ, and let the three shifts be u, v and w. By the product rule,

dR/dε = u[(n_a + 1)Γ − n_aΓ] + v[(n_b + 1)Γ − n_bΓ] + w[n_cΓ − (n_c + 1)Γ]
= Γ(u + v − w).

The Lean proof takes the same route: `bal` is detailed balance, and the final `linear_combination` uses it to collapse the product-rule expression.

```lean
/-- For a resonant process the net rate factor has `ε`-derivative `n_a n_b (n_c + 1) (u + v - w)` at
equilibrium, where the positive energies `a`, `b`, `c` are shifted by `-ε u`, `-ε v`, `-ε w`. -/
theorem netRate_hasDerivAt {a b c : ℝ} (ha : 0 < a) (hb : 0 < b) (h : a + b = c)
    (u v w : ℝ) :
    HasDerivAt (fun ε : ℝ => netRate (a - ε * u) (b - ε * v) (c - ε * w))
      (bose a * bose b * (bose c + 1) * (u + v - w)) 0 := by
  have hc : 0 < c := by linarith
  -- detailed balance at equilibrium
  have bal : bose a * bose b * (bose c + 1) = (bose a + 1) * (bose b + 1) * bose c := by
    rw [(bose_pos_and_add_one ha).2, (bose_pos_and_add_one hb).2,
      (bose_pos_and_add_one hc).2, ← h, Real.exp_add]
    ring
  have da := bose_hasDerivAt ha u
  have db := bose_hasDerivAt hb v
  have dc := bose_hasDerivAt hc w
  refine (((da.fun_mul db).fun_mul (dc.add_const 1)).fun_sub
    (((da.add_const 1).fun_mul (db.add_const 1)).fun_mul dc)).congr_deriv ?_
  simp only [zero_mul, sub_zero]
  linear_combination (u * bose a + v * bose b + w * (bose c + 1)) * bal
```

## From one process to the whole matrix

Since ∑_m c_p(m) φ_m = I_p(φ), exchanging the two finite sums gives

(Oφ)_l = ∑_p w_p c_p(l) I_p(φ).

```lean
/-- Entry `l` of `O φ` is the sum over all processes of the weight times `c(l)` times the imbalance
of `φ`. -/
theorem collisionMatrix_mulVec (S : ThreePhonon ι P) (x φ : ι → ℝ) (l : ι) :
    (S.collisionMatrix x *ᵥ φ) l =
      ∑ p, S.weight x p * S.consumed p l * S.imbalance φ p := by
  have hc : ∀ p, ∑ m, S.consumed p m * φ m = S.imbalance φ p := fun p => by
    simp [ThreePhonon.consumed, ThreePhonon.imbalance, add_mul, sub_mul,
      Finset.sum_add_distrib, Finset.sum_sub_distrib]
  simp only [ThreePhonon.collisionMatrix, Matrix.mulVec, dotProduct, Matrix.of_apply,
    Finset.sum_mul]
  rw [Finset.sum_comm]
  refine Finset.sum_congr rfl fun p _ => ?_
  rw [← hc p, Finset.mul_sum]
  exact Finset.sum_congr rfl fun m _ => by ring
```

Taking the scalar product with a second vector ψ gives

ψ·Oφ = ∑_p w_p I_p(ψ) I_p(φ).

```lean
/-- The bilinear form of the collision matrix is a weighted sum of products of imbalances. -/
theorem collisionMatrix_form (S : ThreePhonon ι P) (x ψ φ : ι → ℝ) :
    ψ ⬝ᵥ (S.collisionMatrix x *ᵥ φ) =
      ∑ p, S.weight x p * (S.imbalance ψ p * S.imbalance φ p) := by
  have hc : ∀ p, ∑ m, S.consumed p m * ψ m = S.imbalance ψ p := fun p => by
    simp [ThreePhonon.consumed, ThreePhonon.imbalance, add_mul, sub_mul,
      Finset.sum_add_distrib, Finset.sum_sub_distrib]
  simp only [dotProduct, collisionMatrix_mulVec, Finset.mul_sum]
  rw [Finset.sum_comm]
  refine Finset.sum_congr rfl fun p _ => ?_
  rw [← hc p, Finset.sum_mul, Finset.mul_sum]
  exact Finset.sum_congr rfl fun m _ => by ring
```

Multiplying the derivative of each R_p by −g_p c_p(l) and summing yields the linearised collision integral:

d/dε (dn_l/dt) = −∑_p w_p c_p(l) I_p(φ) = −(Oφ)_l at ε = 0.

This uses resonance and positive energy in every mode, so zero-frequency acoustic modes are excluded.

```lean
/-- Linearising the collision integral about equilibrium gives `-O φ`. -/
theorem collisionRate_hasDerivAt (S : ThreePhonon ι P) {x : ι → ℝ} (hx : ∀ l, 0 < x l)
    (hS : S.Resonant x) (φ : ι → ℝ) (l : ι) :
    HasDerivAt (fun ε : ℝ => S.collisionRate (fun m => x m - ε * φ m) l)
      (-(S.collisionMatrix x *ᵥ φ) l) 0 := by
  have h := HasDerivAt.fun_sum (u := Finset.univ) fun p _ =>
    (netRate_hasDerivAt (hx (S.i p)) (hx (S.j p)) (sub_eq_zero.1 (hS p))
      (φ (S.i p)) (φ (S.j p)) (φ (S.k p))).const_mul (S.g p * S.consumed p l)
  refine h.fun_neg.congr_deriv ?_
  rw [collisionMatrix_mulVec]
  refine congrArg Neg.neg (Finset.sum_congr rfl fun p _ => ?_)
  simp only [ThreePhonon.weight, ThreePhonon.imbalance]
  ring
```

## Positivity and conserved quantities

Setting ψ = φ gives

φ·Oφ = ∑_p w_p I_p(φ)² ≥ 0.

If Oφ = 0, this sum vanishes, and so does each of its nonnegative terms. Where g_p > 0 the weight is positive, so I_p(φ) = 0. Conversely, if every active process conserves φ, each term of Oφ is zero. The kernel thus consists exactly of the quantities conserved by all active processes. This theorem assumes positive energies but not resonance.

```lean
/-- The collision matrix is positive semidefinite, and `O φ = 0` exactly when every process
of positive strength conserves `φ`. -/
theorem collisionMatrix_posSemidef_and_kernel (S : ThreePhonon ι P) {x : ι → ℝ}
    (hx : ∀ l, 0 < x l) :
    (S.collisionMatrix x).PosSemidef ∧ ∀ φ : ι → ℝ,
      S.collisionMatrix x *ᵥ φ = 0 ↔ ∀ p, 0 < S.g p → S.imbalance φ p = 0 := by
  have hn : ∀ p, 0 < bose (x (S.i p)) * bose (x (S.j p)) * (bose (x (S.k p)) + 1) :=
    fun p => by
      have h1 := (bose_pos_and_add_one (hx (S.i p))).1
      have h2 := (bose_pos_and_add_one (hx (S.j p))).1
      have h3 := (bose_pos_and_add_one (hx (S.k p))).1
      positivity
  have hw : ∀ (φ : ι → ℝ) (p : P),
      0 ≤ S.weight x p * (S.imbalance φ p * S.imbalance φ p) := fun φ p =>
    mul_nonneg (mul_nonneg (S.g_nonneg p) (hn p).le) (mul_self_nonneg _)
  refine ⟨Matrix.PosSemidef.of_dotProduct_mulVec_nonneg ?_ ?_, fun φ => ⟨?_, ?_⟩⟩
  · refine Matrix.IsHermitian.ext fun l m => ?_
    simp only [ThreePhonon.collisionMatrix, Matrix.of_apply, star_trivial]
    exact Finset.sum_congr rfl fun p _ => by ring
  · intro φ
    rw [star_trivial, collisionMatrix_form]
    exact Finset.sum_nonneg fun p _ => hw φ p
  · -- a vanishing sum of nonnegative terms vanishes term by term
    intro h p hp
    have h0 := collisionMatrix_form S x φ φ
    rw [h, dotProduct_zero] at h0
    have h1 := (Finset.sum_eq_zero_iff_of_nonneg fun p _ => hw φ p).1 h0.symm p
      (Finset.mem_univ p)
    exact mul_self_eq_zero.1 ((mul_eq_zero.1 h1).resolve_left (mul_pos hp (hn p)).ne')
  · intro h
    funext l
    rw [collisionMatrix_mulVec]
    refine Finset.sum_eq_zero fun p _ => ?_
    rcases (S.g_nonneg p).eq_or_lt with hp | hp
    · simp [ThreePhonon.weight, ← hp]
    · rw [h p hp, mul_zero]
```

With resonance, I_p(x) = 0 for every p, and so Ox = 0.

```lean
/-- For resonant processes the collision matrix annihilates the energy vector `x`. -/
theorem collisionMatrix_energy (S : ThreePhonon ι P) {x : ι → ℝ} (hS : S.Resonant x) :
    S.collisionMatrix x *ᵥ x = 0 := by
  funext l
  rw [collisionMatrix_mulVec]
  exact Finset.sum_eq_zero fun p _ => by rw [hS p, mul_zero]
```

In thermal-conductivity calculations on a finite set of modes, these are two checks on a matrix assembled in this form: no negative eigenvalues, and, for exactly resonant processes, Ox = 0.

## Relaxation in time

Let φ(t) solve Dφ′ = −Oφ, the spatially uniform equation with no driving gradient. Because D is diagonal and constant,

d/dt (φ·Dφ) = 2φ·Dφ′ = −2φ·Oφ ≤ 0,

d/dt (x·Dφ) = −x·Oφ = −∑_p w_p I_p(x) I_p(φ) = 0.

The first quantity is the weighted squared size of the disturbance; the second is its first-order energy in units of k_B T. In Lean, `hd` says that `φ'` is the time derivative of `φ`, and `hB` is the evolution equation. Positive energies, resonance and a solution for all real times are assumed. `Antitone` means nonincreasing, which does not imply decay to zero. The proof computes the two derivatives as `hQ` and `hE`, then passes from their signs to the statements about time.

```lean
/-- Under the linearised Boltzmann equation `D φ' = -O φ`, the quadratic form `φ·Dφ` never
increases and `x·Dφ` is constant in time. -/
theorem linearised_evolution (S : ThreePhonon ι P) {x : ι → ℝ} (hx : ∀ l, 0 < x l)
    (hS : S.Resonant x) (φ φ' : ℝ → ι → ℝ)
    (hd : ∀ t l, HasDerivAt (fun s => φ s l) (φ' t l) t)
    (hB : ∀ t, response x *ᵥ φ' t = -(S.collisionMatrix x *ᵥ φ t)) :
    Antitone (fun t => φ t ⬝ᵥ (response x *ᵥ φ t)) ∧
      ∀ s t, x ⬝ᵥ (response x *ᵥ φ s) = x ⬝ᵥ (response x *ᵥ φ t) := by
  have hQ : ∀ t, HasDerivAt (fun s => φ s ⬝ᵥ (response x *ᵥ φ s))
      (-2 * (φ t ⬝ᵥ (S.collisionMatrix x *ᵥ φ t))) t := fun t => by
    have e : -2 * (φ t ⬝ᵥ (S.collisionMatrix x *ᵥ φ t)) =
        2 * (φ t ⬝ᵥ (response x *ᵥ φ' t)) := by
      rw [hB t, dotProduct_neg]
      ring
    rw [e]
    simp only [dotProduct, response, Matrix.mulVec_diagonal, Finset.mul_sum]
    refine (HasDerivAt.fun_sum fun l _ =>
      (hd t l).fun_mul ((hd t l).const_mul _)).congr_deriv ?_
    exact Finset.sum_congr rfl fun l _ => by ring
  have hE : ∀ t, HasDerivAt (fun s => x ⬝ᵥ (response x *ᵥ φ s)) 0 t := fun t => by
    -- the energy vector has no imbalance in any process
    have e : x ⬝ᵥ (response x *ᵥ φ' t) = 0 := by
      rw [hB t, dotProduct_neg, collisionMatrix_form, neg_eq_zero]
      exact Finset.sum_eq_zero fun p _ => by rw [hS p, zero_mul, mul_zero]
    rw [← e]
    simp only [dotProduct, response, Matrix.mulVec_diagonal]
    exact HasDerivAt.fun_sum fun l _ => ((hd t l).const_mul _).const_mul _
  refine ⟨antitone_of_deriv_nonpos (fun t => (hQ t).differentiableAt) fun t => ?_,
    is_const_of_deriv_eq_zero (fun t => (hE t).differentiableAt) fun t => (hE t).deriv⟩
  have h := (collisionMatrix_posSemidef_and_kernel S hx).1.dotProduct_mulVec_nonneg (φ t)
  rw [star_trivial] at h
  rw [(hQ t).deriv]
  linarith
```

## A process with nonzero O

Let two phonons of mode 0 merge into one of mode 1, with g = 1.

```lean
/-- Two phonons of mode `0` merge into one phonon of mode `1`, with unit strength. -/
def twoMode : ThreePhonon (Fin 2) Unit :=
  ⟨fun _ => 0, fun _ => 0, fun _ => 1, fun _ => 1, fun _ => zero_le_one⟩
```

The energies x = (1, 2) are resonant, since 1 + 1 − 2 = 0. For φ = (1, 0) the imbalance is 1 + 1 − 0 = 2, so the kernel criterion gives Oφ ≠ 0. The assumptions therefore admit real collisions, not only O = 0.

```lean
/-- The two-mode process is resonant at the positive energies `(1, 2)`, and its collision
matrix does not annihilate `(1, 0)`. -/
theorem twoMode_witness :
    (∀ l, 0 < (![1, 2] : Fin 2 → ℝ) l) ∧ twoMode.Resonant ![1, 2] ∧
      twoMode.collisionMatrix ![1, 2] *ᵥ ![1, 0] ≠ 0 := by
  have hx : ∀ l, 0 < (![1, 2] : Fin 2 → ℝ) l := by
    intro l
    fin_cases l <;> norm_num
  refine ⟨hx, fun p => ?_, fun h => ?_⟩
  · norm_num [ThreePhonon.imbalance, twoMode]
  · have h1 := ((collisionMatrix_posSemidef_and_kernel twoMode hx).2 _).1 h ()
      (by norm_num [twoMode])
    norm_num [ThreePhonon.imbalance, twoMode] at h1

end

end PhononBoltzmann
```

```lean
#print axioms PhononBoltzmann.collisionRate_hasDerivAt
#print axioms PhononBoltzmann.collisionMatrix_posSemidef_and_kernel
#print axioms PhononBoltzmann.collisionMatrix_energy
#print axioms PhononBoltzmann.linearised_evolution
```

```
'PhononBoltzmann.collisionRate_hasDerivAt' depends on axioms: [propext, Classical.choice, Quot.sound]
'PhononBoltzmann.collisionMatrix_posSemidef_and_kernel' depends on axioms: [propext, Classical.choice, Quot.sound]
'PhononBoltzmann.collisionMatrix_energy' depends on axioms: [propext, Classical.choice, Quot.sound]
'PhononBoltzmann.linearised_evolution' depends on axioms: [propext, Classical.choice, Quot.sound]
```
